# The two partial derivatives of a complex polynomial in the plane commute

For a polynomial wave function or potential in two plane coordinates, the order in which the two partial derivatives are taken does not matter. The lemma `deriv_comm` states this for every polynomial in two variables with complex coefficients, with the derivatives taken formally; it asks for no normalisation and no wave equation. The proof compares the coefficients of each monomial on the two sides, using the earlier formula `coeff_deriv` for the coefficients of a derivative. The auxiliary facts `h1` and `h2` say that raising the exponent of one variable by one leaves the other exponent as it was.

The first attempt, which Lean rejects:

```lean
import Mathlib

open MvPolynomial Complex ComplexConjugate

namespace DiscreteMeanValue

noncomputable section

/-- A partial derivative lowers one exponent and multiplies the coefficient by it. -/
theorem coeff_deriv (i : Fin 2) (m : Fin 2 →₀ ℕ) (p : MvPolynomial (Fin 2) ℂ) :
    coeff m (pderiv i p) = coeff (m + Finsupp.single i 1) p * ((m i : ℂ) + 1) := by
  refine MvPolynomial.induction_on' p ?_ ?_
  · intro s a
    rw [pderiv_monomial, coeff_monomial, coeff_monomial]
    by_cases h : s = m + Finsupp.single i 1
    · subst h
      simp
    · rw [if_neg h, zero_mul]
      split_ifs with h2
      · have h0 : s i = 0 := by
          by_contra h0
          apply h
          rw [← h2]
          ext j
          simp only [Finsupp.add_apply, Finsupp.tsub_apply, Finsupp.single_apply]
          split_ifs with hj
          · subst hj
            omega
          · omega
        simp [h0]
      · rfl
  · intro p q hp hq
    rw [map_add, coeff_add, coeff_add, hp, hq]
    ring

/-- The partial derivatives in the two plane directions commute. -/
theorem deriv_comm (p : MvPolynomial (Fin 2) ℂ) :
    pderiv 0 (pderiv 1 p) = pderiv 1 (pderiv 0 p) := by
  ext m
  have h1 : (m + Finsupp.single (0 : Fin 2) 1) 1 = m 1 := by simp
  have h2 : (m + Finsupp.single (1 : Fin 2) 1) 0 = m 0 := by simp
  simp only [coeff_deriv]
  rw [h1, h2, add_right_comm m]
  ring

end

end DiscreteMeanValue
```

Lean reports:

```
Main.lean:40:12: error: Function expected at
  m + fun₀ | 0 => 1
but this term has type
  ?m.55

Note: Expected a function because this term is being applied to the argument
  1
Main.lean:40:58: error: unsolved goals
p : MvPolynomial (Fin 2) ℂ
m : Fin 2 →₀ ℕ
⊢ sorry () = m 1
Main.lean:41:12: error: Function expected at
  m + fun₀ | 1 => 1
but this term has type
  ?m.81

Note: Expected a function because this term is being applied to the argument
  0
Main.lean:41:58: error: unsolved goals
p : MvPolynomial (Fin 2) ℂ
m : Fin 2 →₀ ℕ
h1 : sorry = m 1
⊢ sorry () = m 0
```

Diagnosis. Both "Function expected" errors come from the statements of `h1` and `h2`, where a sum of exponent vectors is applied to an index. When Lean reaches that application, the type of the sum is still an unknown, `?m.55` or `?m.81`. `m` has a known type, but the result type of the `+` has not yet been settled, so Lean cannot tell that the sum is a finitely supported function, which may be applied to an index.

The two "unsolved goals" errors follow from this. Lean puts `sorry` in place of the term it could not read, and `simp` cannot prove that this placeholder equals `m 1` or `m 0`.

The repair writes the type `Fin 2 →₀ ℕ` inside the brackets, once in each statement. Lean then knows what the sum is before applying it, and `simp` can prove both facts. The rest of the proof is unchanged.

The repair, with which the file compiles:

```diff
@@ -38,6 +38,6 @@
     pderiv 0 (pderiv 1 p) = pderiv 1 (pderiv 0 p) := by
   ext m
-  have h1 : (m + Finsupp.single (0 : Fin 2) 1) 1 = m 1 := by simp
-  have h2 : (m + Finsupp.single (1 : Fin 2) 1) 0 = m 0 := by simp
+  have h1 : (m + Finsupp.single (0 : Fin 2) 1 : Fin 2 →₀ ℕ) 1 = m 1 := by simp
+  have h2 : (m + Finsupp.single (1 : Fin 2) 1 : Fin 2 →₀ ℕ) 0 = m 0 := by simp
   simp only [coeff_deriv]
   rw [h1, h2, add_right_comm m]
```
